# Under screening, a solution v of the secular equation becomes (1 − aP)v

In electronic-structure methods that use a potential-function matrix P and a structure matrix S, the secular equation is (P − S)v = 0, and screening by a matrix a replaces each matrix X by X(1 − aX)⁻¹. The theorem `secular_solutions` says that v solves the bare equation exactly when (1 − aP)v solves the screened one. Here a, P and S are any complex square matrices of the same finite size for which 1 − aP and 1 − aS are invertible, and v is any vector, zero included. The proof applies 1 − Sa to the screened equation, which by `secular_factor` gives back (P − S)v, and uses the invertibility of 1 − Sa to show that nothing is lost in doing so.

The first attempt, which Lean rejects:

```lean
import Mathlib

open Matrix

namespace SecularSolutions

variable {n : Type*} [Fintype n] [DecidableEq n] {a P S X : Matrix n n ℂ}

/-- The screening transformation `X^a = X (1 - a X)⁻¹` of a structure matrix or a
potential-function matrix, meant for invertible `1 - a X`. -/
noncomputable def screen (a X : Matrix n n ℂ) : Matrix n n ℂ :=
  X * (1 - a * X)⁻¹

/-- If `1 - a X` is invertible, the screened matrix satisfies the Dyson equation
`X^a (1 - a X) = X`. -/
theorem screen_mul (h : IsUnit (1 - a * X)) : screen a X * (1 - a * X) = X := by
  unfold screen
  rw [Matrix.mul_assoc, Matrix.nonsing_inv_mul _ ((Matrix.isUnit_iff_isUnit_det _).mp h),
    Matrix.mul_one]

/-- If `1 - a X` is invertible, the screened matrix also satisfies the Dyson equation
with the factors in the other order, `(1 - X a) X^a = X`. -/
theorem mul_screen (h : IsUnit (1 - a * X)) : (1 - X * a) * screen a X = X := by
  have e : (1 - X * a) * X = X * (1 - a * X) := by noncomm_ring
  unfold screen
  rw [← Matrix.mul_assoc, e, Matrix.mul_assoc,
    Matrix.mul_nonsing_inv _ ((Matrix.isUnit_iff_isUnit_det _).mp h), Matrix.mul_one]

/-- If `1 - a P` and `1 - a S` are invertible, the bare secular matrix `P - S` is the
screened one multiplied by `1 - S a` on the left and by `1 - a P` on the right. -/
theorem secular_factor (hP : IsUnit (1 - a * P)) (hS : IsUnit (1 - a * S)) :
    (1 - S * a) * (screen a P - screen a S) * (1 - a * P) = P - S := by
  calc (1 - S * a) * (screen a P - screen a S) * (1 - a * P)
      = (1 - S * a) * (screen a P * (1 - a * P))
          - ((1 - S * a) * screen a S) * (1 - a * P) := by noncomm_ring
    _ = (1 - S * a) * P - S * (1 - a * P) := by rw [screen_mul hP, mul_screen hS]
    _ = P - S := by noncomm_ring

/-- If `1 - a P` and `1 - a S` are invertible, a vector `v` solves the bare secular
equation exactly when `(1 - a P) v` solves the screened one. -/
theorem secular_solutions (hP : IsUnit (1 - a * P)) (hS : IsUnit (1 - a * S)) (v : n → ℂ) :
    (P - S) *ᵥ v = 0 ↔ (screen a P - screen a S) *ᵥ ((1 - a * P) *ᵥ v) = 0 := by
  have hu : IsUnit (1 - S * a).det := by
    rw [Matrix.det_one_sub_mul_comm S a]
    exact (Matrix.isUnit_iff_isUnit_det _).mp hS
  -- the invertible left factor has no null vector
  have inj : ∀ y : n → ℂ, (1 - S * a) *ᵥ y = 0 → y = 0 := by
    intro y hy
    calc y = ((1 - S * a)⁻¹ * (1 - S * a)) *ᵥ y := by
          rw [Matrix.nonsing_inv_mul _ hu, Matrix.one_mulVec]
      _ = 0 := by rw [← Matrix.mulVec_mulVec, hy, Matrix.mulVec_zero]
  have h : (1 - S * a) *ᵥ ((screen a P - screen a S) *ᵥ ((1 - a * P) *ᵥ v))
      = (P - S) *ᵥ v := by
    rw [Matrix.mulVec_mulVec, Matrix.mulVec_mulVec, ← Matrix.mul_assoc,
      secular_factor hP hS]
  constructor
  · intro hv
    exact inj _ (h.trans hv)
  · intro hv
    rw [← h, hv, Matrix.mulVec_zero]

end SecularSolutions
```

Compiling this gives:

```
Main.lean:54:52: error: Tactic `rewrite` failed: Did not find an occurrence of the pattern
  ?L * (?M * ?N)
in the target expression
  ((1 - S * a) * (screen a P - screen a S) * (1 - a * P)) *ᵥ v = (P - S) *ᵥ v

n : Type u_1
inst✝¹ : Fintype n
inst✝ : DecidableEq n
a P S : Matrix n n ℂ
hP : IsUnit (1 - a * P)
hS : IsUnit (1 - a * S)
v : n → ℂ
hu : IsUnit (1 - S * a).det
inj : ∀ (y : n → ℂ), (1 - S * a) *ᵥ y = 0 → y = 0
⊢ ((1 - S * a) * (screen a P - screen a S) * (1 - a * P)) *ᵥ v = (P - S) *ᵥ v
```

The repair, with which the file compiles:

```diff
@@ -52,6 +52,5 @@
   have h : (1 - S * a) *ᵥ ((screen a P - screen a S) *ᵥ ((1 - a * P) *ᵥ v))
       = (P - S) *ᵥ v := by
-    rw [Matrix.mulVec_mulVec, Matrix.mulVec_mulVec, ← Matrix.mul_assoc,
-      secular_factor hP hS]
+    rw [Matrix.mulVec_mulVec, Matrix.mulVec_mulVec, secular_factor hP hS]
   constructor
   · intro hv
```

Diagnosis. The error is in the proof of the auxiliary equation `h`, where the rewrite with `← Matrix.mul_assoc` finds nothing to act on. Used in that direction, the lemma looks for a product whose right factor is itself a product, `?L * (?M * ?N)`, in order to move the brackets to the left.

The brackets are already on the left. The first `Matrix.mulVec_mulVec` merges the two outer matrices, `1 - S * a` and the screened difference, into one product, and the second multiplies that product by `1 - a * P` on the right. The goal printed in the message therefore has the form `(A * B) * C` acting on `v`, with no product of the shape sought, and `rw` fails.

That form is exactly the left side of `secular_factor hP hS`. The repair deletes `← Matrix.mul_assoc`, so that `secular_factor` is applied at once and turns the product into `P - S`, which makes the two sides equal. Putting the rewrite on one line is mere tidying.
